# Size-intensive excitation energies for two non-interacting monomers in a truncated equation-of-motion model

Take two monomers with two levels each, a reference 0 and an excited configuration 1, and suppose that their Hamiltonians, after the similarity transformation of coupled-cluster theory, have the form

$$H=\begin{pmatrix}h&a\\0&\varepsilon\end{pmatrix},\qquad K=\begin{pmatrix}k&b\\0&\delta\end{pmatrix}.$$

Without interaction the dimer Hamiltonian is $H\otimes1+1\otimes K$. Keep the pairs $(0,0),(1,0),(0,1)$ and discard the double excitation $(1,1)$. What remains is

$$M=\begin{pmatrix}h+k&a&b\\0&\varepsilon+k&0\\0&0&h+\delta\end{pmatrix}.$$

The eigenvalues stand on the diagonal. Measured from $h+k$, the excitation energies are $\varepsilon-h$ and $\delta-k$, which are the monomer values, although the truncation removed a configuration. The zeros below $h$ and $k$ are responsible. The problems below treat any finite number of excited configurations.

## The monomers and the kept pairs

In coupled-cluster theory a Hamiltonian is transformed to $e^{-T}(\cdot)e^{T}$, and the amplitudes in $T$ are chosen so that the reference column vanishes at the excited configurations that $T$ includes. Here $H$ and $K$ denote the transformed matrices, restricted to the reference and these configurations. They are complex and need not be Hermitian.

The first monomer has the index type `Unit ⊕ m`: `Sum.inl ()` is the reference 0, and `Sum.inr i` is the excited configuration $i$. The second uses `Unit ⊕ n` in the same way, with excited configurations $j$.

```lean
import Mathlib

open Matrix Polynomial
open scoped Kronecker

namespace EOMSizeIntensivity

noncomputable section

variable {m n : Type*}
```

The amplitude equations $H_{i0}=0$ for all $i$ are a hypothesis on the matrix. That suitable amplitudes exist is assumed, not derived.

```lean
/-- The coupled-cluster amplitude equations: the transformed Hamiltonian does not couple
the reference (the left summand) to any excited configuration in its reference column. -/
def AmplitudeEquations (H : Matrix (Unit ⊕ m) (Unit ⊕ m) ℂ) : Prop :=
  ∀ i : m, H (Sum.inr i) (Sum.inl ()) = 0
```

The reference energies are $h=H_{00}$ and $k=K_{00}$. For solved amplitudes they are the coupled-cluster energies of the monomers.

```lean
/-- The reference energy, the diagonal entry at the reference configuration. -/
def refEnergy (H : Matrix (Unit ⊕ m) (Unit ⊕ m) ℂ) : ℂ := H (Sum.inl ()) (Sum.inl ())
```

The truncation is a map from a list of labels to pairs of configurations.

```lean
/-- The dimer configurations kept in the truncation: both monomers in their reference,
or only the first excited, or only the second excited. -/
def keptPair : Unit ⊕ (m ⊕ n) → (Unit ⊕ m) × (Unit ⊕ n)
  | Sum.inl _ => (Sum.inl (), Sum.inl ())
  | Sum.inr (Sum.inl i) => (Sum.inr i, Sum.inl ())
  | Sum.inr (Sum.inr j) => (Sum.inl (), Sum.inr j)
```

### (a) Which pairs are kept?

**Task.** Show that the list has no repetitions and contains exactly the pairs with at least one monomer in its reference.

**Solution.** The labels give $(0,0)$, $(i,0)$ and $(0,j)$. These three families are disjoint, and within each the label can be read off from the pair. Conversely, a pair has one of the forms $(0,0)$, $(0,j)$, $(i,0)$, $(i,j)$. The first three are listed and contain a reference; the last is not listed and contains none. The Lean proof makes the same case distinction.

```lean
/-- The kept configurations are listed without repetition, and they are exactly the pairs
in which at least one monomer is in its reference. -/
theorem keptPair_exact :
    Function.Injective (keptPair (m := m) (n := n)) ∧
      ∀ p : (Unit ⊕ m) × (Unit ⊕ n),
        (∃ s, keptPair s = p) ↔ (p.1 = Sum.inl () ∨ p.2 = Sum.inl ()) := by
  constructor
  · rintro (u | i | j) (u' | i' | j') h <;> simp_all [keptPair]
  · rintro ⟨u | i, u' | j⟩
    · exact ⟨fun _ => Or.inl rfl, fun _ => ⟨Sum.inl (), rfl⟩⟩
    · exact ⟨fun _ => Or.inl rfl, fun _ => ⟨Sum.inr (Sum.inr j), rfl⟩⟩
    · exact ⟨fun _ => Or.inr rfl, fun _ => ⟨Sum.inr (Sum.inl i), rfl⟩⟩
    · constructor
      · rintro ⟨u | a | b, h⟩ <;> simp [keptPair] at h
      · rintro (h | h) <;> simp at h
```

## The dimer and its truncated matrix

The dimer Hamiltonian is the Kronecker sum, with entries $H_{aa'}\delta_{bb'}+\delta_{aa'}K_{bb'}$.

```lean
variable [DecidableEq m] [DecidableEq n]

/-- The Hamiltonian of two monomers that do not interact. -/
def dimer (H : Matrix (Unit ⊕ m) (Unit ⊕ m) ℂ) (K : Matrix (Unit ⊕ n) (Unit ⊕ n) ℂ) :
    Matrix ((Unit ⊕ m) × (Unit ⊕ n)) ((Unit ⊕ m) × (Unit ⊕ n)) ℂ :=
  H ⊗ₖ 1 + 1 ⊗ₖ K
```

The equation-of-motion matrix $M$ is its submatrix on the kept pairs.

```lean
/-- The truncated equation-of-motion matrix: the dimer Hamiltonian restricted to the
kept configurations. -/
def eomMatrix (H : Matrix (Unit ⊕ m) (Unit ⊕ m) ℂ) (K : Matrix (Unit ⊕ n) (Unit ⊕ n) ℂ) :
    Matrix (Unit ⊕ (m ⊕ n)) (Unit ⊕ (m ⊕ n)) ℂ :=
  (dimer H K).submatrix keptPair keptPair
```

This is a model of two distinguishable subsystems, without electron exchange or charge transfer between them. The truncation also differs from EOM-CCSD, which would keep simultaneous single excitations on both monomers.

### (b) Block form

**Task.** Find $M$ when both monomers satisfy the amplitude equations.

**Solution.** Let $H_{\rm ex}$ and $K_{\rm ex}$ be the excited blocks, `H.toBlocks₂₂` and `K.toBlocks₂₂`. The entries are:

- $(0,0)$ with itself: $h+k$.
- Row $(0,0)$, columns $(i,0)$ and $(0,j)$: $H_{0i}$ and $K_{0j}$.
- Rows $(i,0)$ and $(0,j)$, column $(0,0)$: $H_{i0}=0$ and $K_{j0}=0$.
- Row $(i,0)$, column $(i',0)$: $H_{ii'}+k\,\delta_{ii'}$.
- Row $(0,j)$, column $(0,j')$: $K_{jj'}+h\,\delta_{jj'}$.
- Between $(i,0)$ and $(0,j)$: zero, since both indices change and each term of the Hamiltonian changes only one.

Hence

$$M=\begin{pmatrix}h+k&H_{0\cdot}&K_{0\cdot}\\0&H_{\rm ex}+k&0\\0&0&K_{\rm ex}+h\end{pmatrix}.$$

In Lean, `ext` splits the claim into these entries and `simp` evaluates each one.

```lean
variable {H : Matrix (Unit ⊕ m) (Unit ⊕ m) ℂ} {K : Matrix (Unit ⊕ n) (Unit ⊕ n) ℂ}

/-- With the amplitude equations solved, the truncated matrix is block triangular, and each
monomer's excited block is shifted by the reference energy of the other monomer. -/
theorem eomMatrix_blocks (hH : AmplitudeEquations H) (hK : AmplitudeEquations K) :
    eomMatrix H K = fromBlocks (Matrix.of fun _ _ => refEnergy H + refEnergy K)
      (Matrix.of fun _ s => Sum.elim (fun i => H (Sum.inl ()) (Sum.inr i))
        (fun j => K (Sum.inl ()) (Sum.inr j)) s) 0
      (fromBlocks (H.toBlocks₂₂ + refEnergy K • 1) 0 0
        (K.toBlocks₂₂ + refEnergy H • 1)) := by
  have hH' : ∀ i, H (Sum.inr i) (Sum.inl ()) = 0 := hH
  have hK' : ∀ j, K (Sum.inr j) (Sum.inl ()) = 0 := hK
  ext (u | i | j) (u' | i' | j') <;>
    simp [eomMatrix, dimer, keptPair, refEnergy, Matrix.one_apply, Matrix.toBlocks₂₂,
      hH', hK', add_comm]
```

### (c) A constant energy shift

**Task.** Let $\chi_A(X)=\det(X-A)$ be the characteristic polynomial. Show that $\chi_{A+c}(X)=\chi_A(X-c)$.

**Solution.** For every number $t$,

$$\det\bigl(t-(A+c)\bigr)=\det\bigl((t-c)-A\bigr).$$

Two complex polynomials that agree at every $t$ are equal. `Polynomial.funext` is this last step, and the rest of the proof compares the two matrices entry by entry. Substitution into a polynomial is written `comp`.

```lean
variable [Fintype m] [Fintype n]

omit [DecidableEq n] [Fintype n] in
/-- Adding a constant energy to a matrix shifts the argument of its characteristic
polynomial by that constant. -/
theorem charpoly_energy_shift (A : Matrix m m ℂ) (c : ℂ) :
    (A + c • (1 : Matrix m m ℂ)).charpoly = A.charpoly.comp (X - C c) := by
  apply Polynomial.funext
  intro t
  rw [eval_comp, Matrix.eval_charpoly, Matrix.eval_charpoly]
  congr 1
  ext i j
  rcases eq_or_ne i j with rfl | h
  · simp
    ring
  · simp [h]
```

### (d) The characteristic polynomial of the truncated dimer

**Task.** Let both monomers satisfy the amplitude equations. With $p=\chi_{H_{\rm ex}}$ and $q=\chi_{K_{\rm ex}}$, show that

$$\chi_M(X)=(X-h-k)\,p(X-k)\,q(X-h).$$

**Solution.** The determinant of a block triangular matrix is the product of the determinants of its diagonal blocks. By (b), then,

$$\chi_M=(X-h-k)\,\chi_{H_{\rm ex}+k}\,\chi_{K_{\rm ex}+h},$$

and (c) rewrites the last two factors. The couplings $H_{0i}$ and $K_{0j}$ drop out. The proof applies the block rule twice, once to split off the reference and once to separate the monomers, and then the shift twice.

```lean
/-- With the amplitude equations of both monomers solved, the characteristic polynomial of the
truncated dimer is a product of the reference factor and the two monomer excited-block polynomials,
each shifted by the reference energy of the other monomer. -/
theorem eom_charpoly (hH : AmplitudeEquations H) (hK : AmplitudeEquations K) :
    (eomMatrix H K).charpoly = (X - C (refEnergy H + refEnergy K)) *
      H.toBlocks₂₂.charpoly.comp (X - C (refEnergy K)) *
      K.toBlocks₂₂.charpoly.comp (X - C (refEnergy H)) := by
  -- a block triangular matrix has the product of the diagonal-block polynomials
  rw [eomMatrix_blocks hH hK, Matrix.charpoly_fromBlocks_zero₂₁,
    Matrix.charpoly_fromBlocks_zero₂₁, charpoly_energy_shift, charpoly_energy_shift,
    ← mul_assoc]
  congr 2
  simp [Matrix.charpoly, Matrix.det_unique]
```

### (e) Energies measured from the dimer reference

**Task.** Remove the partner's energy from each factor.

**Solution.** Replace $X$ by $X+h+k$ in (d):

$$\chi_M(X+h+k)=X\,p(X+h)\,q(X+k).$$

The second factor depends only on the first monomer and the third only on the second. An eigenvalue $\varepsilon$ of $H_{\rm ex}$ appears as the excitation energy $\varepsilon-h$, with its algebraic multiplicity. This is size intensity: when both monomers satisfy the amplitude equations, a non-interacting partner doesn't change a monomer's excitation energies in this finite, truncated model. The auxiliary equations `e1` and `e2` are the cancellations $h+k-k=h$ and $h+k-h=k$.

```lean
/-- Size intensity with multiplicities, when both monomers satisfy the amplitude equations: measured
from the dimer reference energy, the characteristic polynomial is the product of the monomer
excited-block polynomials, each measured from its own reference energy, and one factor for the
reference. -/
theorem eom_size_intensive (hH : AmplitudeEquations H) (hK : AmplitudeEquations K) :
    (eomMatrix H K).charpoly.comp (X + C (refEnergy H + refEnergy K)) =
      X * H.toBlocks₂₂.charpoly.comp (X + C (refEnergy H)) *
        K.toBlocks₂₂.charpoly.comp (X + C (refEnergy K)) := by
  have e1 : (X + C (refEnergy H + refEnergy K) - C (refEnergy K) : ℂ[X]) =
      X + C (refEnergy H) := by rw [C_add]; ring
  have e2 : (X + C (refEnergy H + refEnergy K) - C (refEnergy H) : ℂ[X]) =
      X + C (refEnergy K) := by rw [C_add]; ring
  rw [eom_charpoly hH hK]
  simp only [mul_comp, comp_assoc, sub_comp, X_comp, C_comp, e1, e2, add_sub_cancel_right]
```

### (f) One monomer alone

**Task.** Factorize $\chi_H$ under the amplitude equations.

**Solution.** The matrix $H$ is itself block triangular, with diagonal blocks $h$ and $H_{\rm ex}$. Therefore $\chi_H(X)=(X-h)\,p(X)$. The Lean proof first writes $H$ in this block form (`hb`) and then uses the block rule.

```lean
omit [DecidableEq n] [Fintype n] in
/-- For one monomer the amplitude equations split the reference energy off the
characteristic polynomial. -/
theorem monomer_charpoly (hH : AmplitudeEquations H) :
    H.charpoly = (X - C (refEnergy H)) * H.toBlocks₂₂.charpoly := by
  have hH' : ∀ i, H (Sum.inr i) (Sum.inl ()) = 0 := hH
  have hb : H = fromBlocks (Matrix.of fun _ _ => refEnergy H) H.toBlocks₁₂ 0
      H.toBlocks₂₂ := by
    ext (u | i) (u' | i') <;> simp [refEnergy, Matrix.toBlocks₁₂, Matrix.toBlocks₂₂, hH']
  refine (congrArg Matrix.charpoly hb).trans ?_
  rw [Matrix.charpoly_fromBlocks_zero₂₁]
  congr 1
  simp [Matrix.charpoly, Matrix.det_unique]
```

### (g) The excitation energies form a union

**Task.** Let both monomers satisfy the amplitude equations. Show that $h+k+w$ is an eigenvalue of $M$ exactly when $h+w$ is one of $H$ or $k+w$ is one of $K$.

**Solution.** Insert the energies into (d) and (f):

$$\chi_M(h+k+w)=w\,p(h+w)\,q(k+w),$$
$$\chi_H(h+w)=w\,p(h+w),\qquad \chi_K(k+w)=w\,q(k+w).$$

The first product vanishes exactly when one of the other two does. The value $w=0$, which stands for the references themselves, is always present on both sides. This statement concerns sets of energies; the multiplicities are in (e). In Lean, `mul_eq_zero` turns the products into alternatives, and `tauto` settles the remaining logic.

```lean
/-- When both monomers satisfy the amplitude equations, a number `w` is an energy of the truncated
dimer relative to its reference exactly when it is an energy of one of the monomers relative to that
monomer's reference. -/
theorem excitation_energies_union (hH : AmplitudeEquations H) (hK : AmplitudeEquations K)
    (w : ℂ) :
    (eomMatrix H K).charpoly.IsRoot (refEnergy H + refEnergy K + w) ↔
      H.charpoly.IsRoot (refEnergy H + w) ∨ K.charpoly.IsRoot (refEnergy K + w) := by
  have e1 : refEnergy H + refEnergy K + w - refEnergy K = refEnergy H + w := by ring
  have e2 : refEnergy H + refEnergy K + w - refEnergy H = refEnergy K + w := by ring
  rw [eom_charpoly hH hK, monomer_charpoly hH, monomer_charpoly hK]
  simp only [IsRoot.def, eval_mul, eval_comp, eval_sub, eval_X, eval_C, mul_eq_zero,
    e1, e2, add_sub_cancel_left]
  tauto
```

## Local excitations in the full dimer

Let $e_0$ be the reference vector of the second monomer. The product $v\otimes e_0$ has the entry $v_a$ at $(a,0)$ and zero elsewhere.

```lean
/-- The product of a state of the first monomer with the reference of the second. -/
def localState (v : Unit ⊕ m → ℂ) : (Unit ⊕ m) × (Unit ⊕ n) → ℂ :=
  fun p => if p.2 = Sum.inl () then v p.1 else 0
```

### (h) An eigenvector that survives without truncation

**Task.** Let $Hv=Ev$, and let $K$ satisfy the amplitude equations. Show that $v\otimes e_0$ solves the eigenvalue equation of the full dimer with energy $E+k$.

**Solution.** The amplitude equations say that the reference column of $K$ is $k\,e_0$, so $Ke_0=ke_0$. Then

$$(H\otimes1+1\otimes K)(v\otimes e_0)=Hv\otimes e_0+v\otimes Ke_0=(E+k)\,v\otimes e_0.$$

If $v\neq0$, the product is also non-zero and is a genuine right eigenvector. Nothing is required of the reference column of $H$. The Lean proof works in components: for the row $(a,0)$ the sum gives $(E+k)v_a$, and for the row $(a,j)$ it gives zero because $K_{j0}=0$.

```lean
/-- If `v` solves the eigenvalue equation of the first monomer and the second monomer satisfies the
amplitude equations, then `v` times the reference of the second solves the eigenvalue equation of
the full, untruncated dimer, and the energies add. -/
theorem dimer_localState (hK : AmplitudeEquations K) (v : Unit ⊕ m → ℂ) (E : ℂ)
    (hv : H *ᵥ v = E • v) :
    dimer H K *ᵥ localState v = (E + refEnergy K) • localState v := by
  have hK' : ∀ j, K (Sum.inr j) (Sum.inl ()) = 0 := hK
  have hv' : ∀ a, ∑ a', H a a' * v a' = E * v a := fun a => congrFun hv a
  funext ⟨a, b⟩
  -- only the reference of the second monomer survives in the inner sum
  simp only [Matrix.mulVec, dotProduct, dimer, localState, Matrix.add_apply,
    Matrix.kroneckerMap_apply, Fintype.sum_prod_type, mul_ite, mul_zero,
    Finset.sum_ite_eq', Finset.mem_univ, if_true, Pi.smul_apply, smul_eq_mul]
  rcases b with ⟨⟩ | j
  · simp only [Matrix.one_apply, if_true, mul_one, add_mul, Finset.sum_add_distrib, hv',
      ite_mul, one_mul, zero_mul, Finset.sum_ite_eq, Finset.mem_univ, refEnergy]
  · simp [Matrix.one_apply, hK']
```

## A monomer with numbers

### (i) Solving the amplitude equation for two levels

**Task.** Transform the two-level Hamiltonian with diagonal entries 0 and 3 and coupling 2 so that it satisfies the amplitude equation.

**Solution.** Let $T$ have the single non-zero entry $T_{10}=t$. Since $T^2=0$, we have $e^{\pm T}=1\pm T$. The lower left entry of the transformed matrix is $2+3t-2t^2$, which vanishes for $t=-\tfrac12$ (and for $t=2$). With $t=-\tfrac12$,

$$\begin{pmatrix}1&0\\\tfrac12&1\end{pmatrix}\begin{pmatrix}0&2\\2&3\end{pmatrix}\begin{pmatrix}1&0\\-\tfrac12&1\end{pmatrix}=\begin{pmatrix}-1&2\\0&4\end{pmatrix}.$$

The monomer excitation energy is $4-(-1)=5$. For two copies of this monomer,

$$M=\begin{pmatrix}-2&2&2\\0&3&0\\0&0&3\end{pmatrix},\qquad \chi_M=(X+2)(X-3)^2,$$

so the dimer has the excitation energy 5 twice. The theorem checks the matrix product, with $1\pm T$ written out explicitly, and the amplitude equation for the result.

```lean
/-- The two-level Hamiltonian with diagonal entries 0 and 3 and coupling 2, transformed with the
cluster amplitude -1/2, has reference energy -1, excited entry 4 and coupling 2, and it satisfies
the amplitude equations. -/
theorem amplitudeEquations_witness :
    (fromBlocks 1 0 ((1 / 2 : ℂ) • 1) 1 : Matrix (Unit ⊕ Unit) (Unit ⊕ Unit) ℂ) *
        fromBlocks 0 ((2 : ℂ) • 1) ((2 : ℂ) • 1) ((3 : ℂ) • 1) *
        fromBlocks 1 0 ((-1 / 2 : ℂ) • 1) 1 =
      fromBlocks ((-1 : ℂ) • 1) ((2 : ℂ) • 1) 0 ((4 : ℂ) • 1) ∧
    AmplitudeEquations (fromBlocks ((-1 : ℂ) • 1) ((2 : ℂ) • 1) 0 ((4 : ℂ) • 1) :
      Matrix (Unit ⊕ Unit) (Unit ⊕ Unit) ℂ) := by
  constructor
  · ext (i | i) (j | j) <;>
      simp [Matrix.mul_apply, Fintype.sum_sum_type] <;> norm_num
  · intro i
    simp

end

end EOMSizeIntensivity
```

```lean
#print axioms EOMSizeIntensivity.keptPair_exact
-- 'EOMSizeIntensivity.keptPair_exact' depends on axioms: [propext]
#print axioms EOMSizeIntensivity.eom_size_intensive
-- 'EOMSizeIntensivity.eom_size_intensive' depends on axioms: [propext, Classical.choice, Quot.sound]
#print axioms EOMSizeIntensivity.excitation_energies_union
-- 'EOMSizeIntensivity.excitation_energies_union' depends on axioms: [propext, Classical.choice, Quot.sound]
#print axioms EOMSizeIntensivity.dimer_localState
-- 'EOMSizeIntensivity.dimer_localState' depends on axioms: [propext, Classical.choice, Quot.sound]
```

## When one monomer's amplitudes are not solved

Keep the transformed matrix for the second monomer, but leave the first untransformed:

$$H=\begin{pmatrix}0&2\\2&3\end{pmatrix},\qquad K=\begin{pmatrix}-1&2\\0&4\end{pmatrix}.$$

Both have the eigenvalues $-1$ and $4$, hence the same gap 5. Only $H$ violates the amplitude equations. The truncated dimer is now

$$M=\begin{pmatrix}-1&2&2\\2&2&0\\0&0&4\end{pmatrix},$$

with $\chi_M=(X+2)(X-3)(X-4)$. The formula in (d) would give $(X+1)(X-2)(X-4)$, which is wrong. Counted from the lowest level $-2$, the excitation energies are 5 and 6 instead of 5 and 5. When the second monomer is excited, the truncation holds the first at its bare reference energy 0 and denies it the lowering to $-1$ through its coupling. That missing unit of energy appears as an error in the excitation energy of the partner.
